# In a free-fermion chain, nearest-neighbour hopping bounds the occupation at distance $d$ from the initially filled sites by $((t\|H\|)^d/d!)^2$

A matrix has several norms, and this bound depends on which one $\|H\|$ denotes. The code takes the $L^2$ operator norm, selected by `Matrix.Norms.L2Operator`. For a Hermitian $H$ this is the largest absolute value of an eigenvalue. With the largest matrix entry in its place the bound would be false. Take three sites $0,1,2$ with $H_{01}=H_{12}=1$ (and their transposes) as the only nonzero entries, and fill sites 0 and 2. The middle site then has occupation $\sin^2(\sqrt2\,t)\approx 2t^2$ at short times. The largest entry would allow only $t^2$, whereas the operator norm $\sqrt2$ allows $2t^2$.

The model is a finite open chain of non-interacting fermions with one orbital per site and a time-independent Hamiltonian $H$, in units where $\hbar=1$. Sites are numbered $0,\dots,n-1$, as in `Fin n`. With $U(t)=e^{-itH}$, the one-particle density matrix is $P(t)=U(t)P(0)U(t)^\dagger$, where $P(0)$ is diagonal with entry 1 on the sites of a set $S$ and 0 elsewhere. If $H$ is Hermitian with nearest-neighbour hopping, site $j$ is at distance at least $d$ from every site of $S$, and $t\ge0$, then

$$P_{jj}(t)\le\left(\frac{(t\|H\|)^d}{d!}\right)^2 .$$

For this non-interacting chain, the inequality limits how much charge can leak into an empty region, which gives a time-propagation code something to be checked against. It is a one-particle statement and does not cover interacting dynamics. The counterexamples given for the individual hypotheses are worked by hand and are not in the code.

```lean
import Mathlib

open Finset
open scoped Matrix Matrix.Norms.L2Operator

namespace LatticeLightCone

noncomputable section

section Remainder

variable {A : Type*} [NormedRing A] [NormedAlgebra ℂ A] [CompleteSpace A]
  [StarRing A] [CStarRing A] [StarModule ℂ A]
```

## Hermiticity makes the evolution unitary

Physically, a Hermitian $H$ means that there is no gain or loss. Put $K=-iH$, so that $K^\dagger=-K$ and $U(t)=e^{tK}$. Then $U^\dagger U=e^{-tK}e^{tK}=1$, and likewise $UU^\dagger=1$, so $\|U(t)\|\le1$.

The derivation needs this as the starting point of an induction. Without it the bound already fails for $d=0$, where it reads $P_{jj}\le1$: a single filled site with $H=ia$ and $a>0$ has occupation $e^{2at}$.

The lemma is stated for a general algebra with the C*-identity $\|x^*x\|=\|x\|^2$, which the operator norm on matrices satisfies. Its hypothesis `star K = -K` is what `light_cone` later derives from `H.IsHermitian`.

```lean
/-- The exponential of a real multiple of a skew-adjoint generator is unitary. -/
theorem exp_skew_unitary {K : A} (hK : star K = -K) (t : ℝ) :
    star (NormedSpace.exp ((t : ℂ) • K)) * NormedSpace.exp ((t : ℂ) • K) = 1 ∧
      NormedSpace.exp ((t : ℂ) • K) * star (NormedSpace.exp ((t : ℂ) • K)) = 1 := by
  let : NormedAlgebra ℚ A := NormedAlgebra.restrictScalars ℚ ℂ A
  have h : (t : ℂ) • K ∈ skewAdjoint A := by
    rw [skewAdjoint.mem_iff, star_smul, hK, smul_neg, ← starRingEnd_apply, Complex.conj_ofReal]
  exact NormedSpace.exp_mem_unitary_of_mem_skewAdjoint h
```

## Nonnegative time lets the Taylor remainder be integrated forward

The condition $t\ge0$ says that the state is followed forward from its preparation. Define the remainder

$$R_d(t)=e^{tK}-\sum_{m<d}\frac{t^m}{m!}K^m .$$

Differentiating the sum lowers its order by one and brings down a factor $K$, because $(m+1)t^m/(m+1)!=t^m/m!$. This is `hasDerivAt_taylor`.

```lean
omit [CompleteSpace A] [StarRing A] [CStarRing A] [StarModule ℂ A] in
/-- Differentiating the Taylor polynomial of the exponential lowers its order by one and
brings down one factor of the generator. -/
theorem hasDerivAt_taylor (K : A) (d : ℕ) (z : ℂ) :
    HasDerivAt (fun w : ℂ => ∑ k ∈ range (d + 1), (w ^ k / (k.factorial : ℂ)) • K ^ k)
      (K * ∑ k ∈ range d, (z ^ k / (k.factorial : ℂ)) • K ^ k) z := by
  induction d with
  | zero => simp [hasDerivAt_const]
  | succ d ih =>
    have hc : ((d + 1 : ℕ) : ℂ) * z ^ d / ((d + 1).factorial : ℂ)
        = z ^ d / (d.factorial : ℂ) := by
      have h1 : (d : ℂ) + 1 ≠ 0 := by exact_mod_cast Nat.succ_ne_zero d
      have h2 : (d.factorial : ℂ) ≠ 0 := by exact_mod_cast d.factorial_ne_zero
      rw [Nat.factorial_succ]
      push_cast
      field_simp
    have ht : HasDerivAt (fun w : ℂ => (w ^ (d + 1) / ((d + 1).factorial : ℂ)) • K ^ (d + 1))
        ((z ^ d / (d.factorial : ℂ)) • K ^ (d + 1)) z := by
      have h := ((hasDerivAt_pow (d + 1) z).div_const
        ((d + 1).factorial : ℂ)).smul_const (K ^ (d + 1))
      rw [Nat.add_sub_cancel, hc] at h
      exact h
    have hs := ih.fun_add ht
    simp only [Finset.sum_range_succ _ (d + 1)]
    exact hs.congr_deriv (by
      rw [Finset.sum_range_succ, mul_add, mul_smul_comm, ← pow_succ'])
```

Hence $R_{d+1}'(t)=K R_d(t)$ and $R_{d+1}(0)=0$. Since $\|R_0(t)\|=\|U(t)\|\le1$, induction gives

$$\|R_{d+1}(t)\|\le\int_0^t\|K\|\,\frac{(s\|K\|)^d}{d!}\,ds=\frac{(t\|K\|)^{d+1}}{(d+1)!}.$$

Bounding the tail of the series term by term would give the whole sum $\sum_{m\ge d}(t\|K\|)^m/m!$; with unitarity its first term alone is enough.

The Lean proof turns on `image_norm_le_of_norm_deriv_right_le_deriv_boundary`, which does the work of this integral without forming one. It compares a vector-valued function $f$ with a real function $B$ on an interval $[a,b]$. If $f$ is continuous, $\|f(a)\|\le B(a)$, and the right derivative of $f$ is bounded in norm by $B'$, then $\|f\|\le B$ on the whole interval. Here $f=R_{d+1}$ and $B(s)=(s\|K\|)^{d+1}/(d+1)!$. The facts `hder` and `hB` supply the two derivatives, and the induction hypothesis compares them. That hypothesis must hold at every earlier time, so the statement keeps `∀ t` inside the induction.

```lean
/-- For a skew-adjoint generator the Taylor remainder of order `d` of the time evolution is at most
`(t‖K‖)^d / d!` in norm, for `t ≥ 0`. -/
theorem taylor_remainder_le {K : A} (hK : star K = -K) (d : ℕ) :
    ∀ t : ℝ, 0 ≤ t → ‖NormedSpace.exp ((t : ℂ) • K)
      - ∑ k ∈ range d, ((t : ℂ) ^ k / (k.factorial : ℂ)) • K ^ k‖
        ≤ (t * ‖K‖) ^ d / (d.factorial : ℝ) := by
  induction d with
  | zero =>
    -- order zero: a unitary has norm at most one
    intro t _
    have h1 := CStarRing.norm_star_mul_self (x := (1 : A))
    rw [star_one, one_mul] at h1
    have h2 := CStarRing.norm_star_mul_self (x := NormedSpace.exp ((t : ℂ) • K))
    rw [(exp_skew_unitary hK t).1] at h2
    have h3 : ‖(1 : A)‖ ≤ 1 := by nlinarith [norm_nonneg (1 : A)]
    have h4 : ‖NormedSpace.exp ((t : ℂ) • K)‖ ≤ 1 := by
      nlinarith [norm_nonneg (NormedSpace.exp ((t : ℂ) • K))]
    simpa using h4
  | succ d ih =>
    -- the remainder of order d + 1 has derivative K times the remainder of order d
    intro t ht
    have hder : ∀ x : ℝ, HasDerivAt (fun s : ℝ => NormedSpace.exp ((s : ℂ) • K)
        - ∑ k ∈ range (d + 1), ((s : ℂ) ^ k / (k.factorial : ℂ)) • K ^ k)
        (K * (NormedSpace.exp ((x : ℂ) • K)
          - ∑ k ∈ range d, ((x : ℂ) ^ k / (k.factorial : ℂ)) • K ^ k)) x := by
      intro x
      have h := (hasDerivAt_exp_smul_const' K (x : ℂ)).fun_sub (hasDerivAt_taylor K d (x : ℂ))
      have h' := HasDerivAt.scomp x h (Complex.ofRealCLM.hasDerivAt (x := x))
      exact h'.congr_deriv (by simp [mul_sub])
    have hB : ∀ x : ℝ, HasDerivAt
        (fun s : ℝ => (s * ‖K‖) ^ (d + 1) / ((d + 1).factorial : ℝ))
        (‖K‖ * ((x * ‖K‖) ^ d / (d.factorial : ℝ))) x := by
      intro x
      have h := (((hasDerivAt_id' x).mul_const ‖K‖).fun_pow (d + 1)).div_const
        ((d + 1).factorial : ℝ)
      refine h.congr_deriv ?_
      have h1 : (d : ℝ) + 1 ≠ 0 := by positivity
      have h2 : (d.factorial : ℝ) ≠ 0 := by positivity
      rw [Nat.add_sub_cancel, Nat.factorial_succ]
      push_cast
      field_simp
    refine image_norm_le_of_norm_deriv_right_le_deriv_boundary (a := 0) (b := t)
      (fun x _ => (hder x).continuousAt.continuousWithinAt)
      (fun x _ => (hder x).hasDerivWithinAt) ?_ hB ?_ ⟨ht, le_refl t⟩
    · simp [Finset.sum_range_succ']
    · intro x hx
      exact (norm_mul_le _ _).trans (mul_le_mul_of_nonneg_left (ih x hx.1) (norm_nonneg K))

end Remainder
```

For negative $t$ and odd $d$ the right-hand side of this lemma can be negative, so the lemma would fail. The occupation bound itself is even in $t$, and it extends to negative times by exchanging $H$ for $-H$.

## Nearest-neighbour hopping limits the reach of each power of $H$

`NearestNeighbour` says that $H_{jk}=0$ whenever $|j-k|>1$. On-site energies and bond strengths are otherwise arbitrary. The difference is taken in the integers, so it is an ordinary signed one. A ring of three or more sites is excluded if its closing bond is nonzero.

```lean
variable {n : ℕ}

/-- Hopping on the chain connects a site only to itself and its nearest neighbours. -/
def NearestNeighbour (H : Matrix (Fin n) (Fin n) ℂ) : Prop :=
  ∀ j k : Fin n, 1 < |(j : ℤ) - (k : ℤ)| → H j k = 0
```

The propagator and the density matrix are written out as in the model above, with `ᴴ` for the adjoint.

```lean
/-- The propagator `exp(-itH)`. -/
def propagator (H : Matrix (Fin n) (Fin n) ℂ) (t : ℝ) : Matrix (Fin n) (Fin n) ℂ :=
  NormedSpace.exp ((t : ℂ) • ((-Complex.I) • H))

/-- The one-particle density matrix at time `t` when exactly the sites of `S` are filled
at time zero. -/
def density (H : Matrix (Fin n) (Fin n) ℂ) (S : Finset (Fin n)) (t : ℝ) :
    Matrix (Fin n) (Fin n) ℂ :=
  propagator H t * Matrix.diagonal (fun k => if k ∈ S then (1 : ℂ) else 0) * (propagator H t)ᴴ
```

In the derivation, the hypothesis shows that $(H^m)_{jk}=0$ for $|j-k|>m$. The case $m=0$ is the identity matrix. For the next power,

$$(H^{m+1})_{jk}=\sum_l (H^m)_{jl}H_{lk},\qquad |j-k|>m+1 .$$

If $|j-l|>m$, the first factor vanishes. Otherwise the triangle inequality gives $|l-k|>1$, and the second factor vanishes. The proof of `pow_apply_eq_zero` makes the same case split with `by_cases`.

```lean
/-- With nearest-neighbour hopping, `m` hops cannot connect sites more than `m` apart. -/
theorem pow_apply_eq_zero {H : Matrix (Fin n) (Fin n) ℂ} (hH : NearestNeighbour H) (m : ℕ) :
    ∀ j k : Fin n, (m : ℤ) < |(j : ℤ) - (k : ℤ)| → (H ^ m) j k = 0 := by
  induction m with
  | zero =>
    intro j k h
    have hjk : j ≠ k := by
      rintro rfl
      simp at h
    rw [pow_zero, Matrix.one_apply_ne hjk]
  | succ m ih =>
    intro j k h
    rw [pow_succ, Matrix.mul_apply]
    refine Finset.sum_eq_zero fun l _ => ?_
    by_cases hl : (m : ℤ) < |(j : ℤ) - (l : ℤ)|
    · rw [ih j l hl, zero_mul]
    · have h3 := abs_sub_le (j : ℤ) (l : ℤ) (k : ℤ)
      push_cast at h
      rw [hH l k (by linarith), mul_zero]
```

Without this hypothesis a direct long hop spoils the result. If the only nonzero entries are $H_{02}=H_{20}=1$ and site 0 is filled, site 2 has occupation $\sin^2t\approx t^2$, while the bound for $d=2$ is $t^4/4$.

## Distance from $S$ removes the first $d$ Taylor terms

The hypothesis `hd` asks that $|j-k|\ge d$ for every $k\in S$. The number $d$ may be any lower bound on the distance. If $S$ is empty, every $d$ qualifies and the occupation is zero. If the condition fails, so can the conclusion: a site in $S$ has occupation 1 at $t=0$, where the bound for any $d\ge1$ is 0.

Two further facts connect the remainder to the occupation. First, a row of a matrix $M$ is controlled by the operator norm. With $e_j$ the unit vector at site $j$,

$$\sum_k|M_{jk}|^2=\|M^\dagger e_j\|^2\le\|M\|^2 .$$

This treats all of $S$ at once, so no factor for its size appears.

```lean
/-- The squared length of any row of a matrix is at most its squared operator norm. -/
theorem row_sq_le (M : Matrix (Fin n) (Fin n) ℂ) (j : Fin n) :
    ∑ k, ‖M j k‖ ^ 2 ≤ ‖M‖ ^ 2 := by
  have h := Matrix.l2_opNorm_mulVec Mᴴ (EuclideanSpace.single j (1 : ℂ))
  rw [Matrix.l2_opNorm_conjTranspose, PiLp.norm_single, norm_one, mul_one] at h
  have h2 := pow_le_pow_left₀ (norm_nonneg _) h 2
  rw [EuclideanSpace.norm_sq_eq] at h2
  refine le_trans (le_of_eq ?_) h2
  refine Finset.sum_congr rfl fun k _ => ?_
  simp
```

Second, multiplying out $UP(0)U^\dagger$ gives

$$P_{jj}(t)=\sum_{k\in S}U_{jk}\overline{U_{jk}}=\sum_{k\in S}|U_{jk}|^2 .$$

The diagonal entry is therefore real, and the `.re` in the theorems discards nothing.

```lean
/-- The diagonal entry of the density matrix at site `j` is the sum of `‖U j k‖²` over the initially
filled sites `k`, where `U` is the propagator. -/
theorem occupation_eq (H : Matrix (Fin n) (Fin n) ℂ) (S : Finset (Fin n)) (t : ℝ) (j : Fin n) :
    density H S t j j = ((∑ k ∈ S, ‖propagator H t j k‖ ^ 2 : ℝ) : ℂ) := by
  rw [density, Matrix.mul_apply]
  simp only [Matrix.mul_diagonal, Matrix.conjTranspose_apply, mul_ite, mul_one, mul_zero,
    ite_mul, zero_mul]
  rw [Finset.sum_ite_mem, Finset.univ_inter, Complex.ofReal_sum]
  refine Finset.sum_congr rfl fun k _ => ?_
  rw [← starRingEnd_apply, Complex.mul_conj, Complex.normSq_eq_norm_sq]
```

For $k\in S$ and $m<d$ we have $|j-k|\ge d>m$, so $(K^m)_{jk}=0$ and $U_{jk}=(R_d)_{jk}$. Since $\|K\|=\|H\|$,

$$P_{jj}=\sum_{k\in S}|(R_d)_{jk}|^2\le\sum_k|(R_d)_{jk}|^2\le\|R_d\|^2\le\left(\frac{(t\|H\|)^d}{d!}\right)^2 .$$

The `calc` block in `light_cone` follows this chain link by link, with `hT` recording the vanishing Taylor terms and `hR` the remainder bound. For $d\ge1$, the inequality $d!\ge(d/e)^d$ shows that the right-hand side is at most $(e\,t\|H\|/d)^{2d}$, which is below 1 when $d>e\,t\|H\|$. The line $d=e\,t\|H\|$ is the "light cone" of the theorem's name. It is set by this estimate and need not be where the true front lies. The occupation beyond it is bounded, and need not be zero.

```lean
/-- For a Hermitian `H` with nearest-neighbour hopping, a site at distance at least `d` from every
initially filled site has occupation at most `((t‖H‖)^d / d!)²` at time `t ≥ 0`. -/
theorem light_cone {H : Matrix (Fin n) (Fin n) ℂ} (hH : H.IsHermitian)
    (hN : NearestNeighbour H) (S : Finset (Fin n)) (j : Fin n) (d : ℕ)
    (hd : ∀ k ∈ S, (d : ℤ) ≤ |(j : ℤ) - (k : ℤ)|) {t : ℝ} (ht : 0 ≤ t) :
    (density H S t j j).re ≤ ((t * ‖H‖) ^ d / (d.factorial : ℝ)) ^ 2 := by
  have : CompleteSpace (Matrix (Fin n) (Fin n) ℂ) := FiniteDimensional.complete ℂ _
  have hK : star ((-Complex.I) • H) = -((-Complex.I) • H) := by
    rw [star_smul, Matrix.star_eq_conjTranspose, hH.eq]
    simp
  have hKN : NearestNeighbour ((-Complex.I) • H) := fun a b hab => by
    rw [Matrix.smul_apply, hN a b hab, smul_zero]
  have hR := taylor_remainder_le hK d t ht
  rw [norm_smul, norm_neg, Complex.norm_I, one_mul] at hR
  rw [occupation_eq, Complex.ofReal_re]
  -- fewer than d hops do not reach S, so only the Taylor remainder contributes
  have hT : ∀ k ∈ S, (∑ m ∈ range d,
      ((t : ℂ) ^ m / (m.factorial : ℂ)) • ((-Complex.I) • H) ^ m) j k = 0 := by
    intro k hk
    rw [Matrix.sum_apply]
    refine Finset.sum_eq_zero fun m hm => ?_
    have hmd : (m : ℤ) < d := by exact_mod_cast Finset.mem_range.mp hm
    rw [Matrix.smul_apply, pow_apply_eq_zero hKN m j k (lt_of_lt_of_le hmd (hd k hk)), smul_zero]
  calc ∑ k ∈ S, ‖propagator H t j k‖ ^ 2
      = ∑ k ∈ S, ‖(propagator H t - ∑ m ∈ range d,
          ((t : ℂ) ^ m / (m.factorial : ℂ)) • ((-Complex.I) • H) ^ m) j k‖ ^ 2 :=
        Finset.sum_congr rfl fun k hk => by rw [Matrix.sub_apply, hT k hk, sub_zero]
    _ ≤ ∑ k, ‖(propagator H t - ∑ m ∈ range d,
          ((t : ℂ) ^ m / (m.factorial : ℂ)) • ((-Complex.I) • H) ^ m) j k‖ ^ 2 :=
        Finset.sum_le_sum_of_subset_of_nonneg (Finset.subset_univ S)
          fun _ _ _ => sq_nonneg _
    _ ≤ _ := row_sq_le _ j
    _ ≤ _ := pow_le_pow_left₀ (norm_nonneg _) hR 2
```

## Holes and arrival times

For holes, the distance condition moves to the initially empty sites: $j$ must be at least $d$ away from each of them. Unitarity gives $\sum_k|U_{jk}|^2=1$, so

$$1-P_{jj}(t)=\sum_{k\notin S}|U_{jk}|^2 ,$$

which is the occupation that $j$ would have if the complement of $S$ had been filled. The previous theorem bounds it. In the code, `hfull` expresses the unit row sum as the occupation of a completely filled chain.

```lean
/-- For a Hermitian `H` with nearest-neighbour hopping, a site at distance at least `d` from every
initially empty site has hole probability at most `((t‖H‖)^d / d!)²` at time `t ≥ 0`. -/
theorem hole_light_cone {H : Matrix (Fin n) (Fin n) ℂ} (hH : H.IsHermitian)
    (hN : NearestNeighbour H) (S : Finset (Fin n)) (j : Fin n) (d : ℕ)
    (hd : ∀ k, k ∉ S → (d : ℤ) ≤ |(j : ℤ) - (k : ℤ)|) {t : ℝ} (ht : 0 ≤ t) :
    1 - (density H S t j j).re ≤ ((t * ‖H‖) ^ d / (d.factorial : ℝ)) ^ 2 := by
  have : CompleteSpace (Matrix (Fin n) (Fin n) ℂ) := FiniteDimensional.complete ℂ _
  have hK : star ((-Complex.I) • H) = -((-Complex.I) • H) := by
    rw [star_smul, Matrix.star_eq_conjTranspose, hH.eq]
    simp
  have hU : propagator H t * (propagator H t)ᴴ = 1 := (exp_skew_unitary hK t).2
  -- a completely filled chain stays filled
  have hfull : (density H Finset.univ t j j).re = 1 := by
    simp [density, hU]
  have hc := light_cone hH hN Sᶜ j d (fun k hk => hd k (Finset.mem_compl.mp hk)) ht
  rw [occupation_eq, Complex.ofReal_re] at hfull hc ⊢
  have hsum := Finset.sum_add_sum_compl S (fun k => ‖propagator H t j k‖ ^ 2)
  linarith
```

For arrival times, suppose that $P_{jj}(t)\ge\varepsilon^2$. Then $\varepsilon^2\le b^2$ with $b=(t\|H\|)^d/d!\ge0$, hence $\varepsilon\le b$ and $d!\,\varepsilon\le(t\|H\|)^d$. When $\varepsilon\ge0$, $d\ge1$ and $\|H\|>0$, this can be solved for the time:

$$t\ge\frac{(d!\,\varepsilon)^{1/d}}{\|H\|}.$$

The theorem states the form without the root. Here $t\ge0$ does matter for the conclusion, since an odd power of a negative time could not bound $\varepsilon=0$ from above.

```lean
/-- Let `H` be Hermitian with nearest-neighbour hopping. If a site at distance at least `d` from
every initially filled site has occupation at least `ε²` at time `t ≥ 0`, then `d! ε ≤ (t‖H‖)^d`. -/
theorem arrival_time {H : Matrix (Fin n) (Fin n) ℂ} (hH : H.IsHermitian)
    (hN : NearestNeighbour H) (S : Finset (Fin n)) (j : Fin n) (d : ℕ)
    (hd : ∀ k ∈ S, (d : ℤ) ≤ |(j : ℤ) - (k : ℤ)|) {t ε : ℝ} (ht : 0 ≤ t)
    (hε : ε ^ 2 ≤ (density H S t j j).re) :
    (d.factorial : ℝ) * ε ≤ (t * ‖H‖) ^ d := by
  have h := hε.trans (light_cone hH hN S j d hd ht)
  have hb : 0 ≤ (t * ‖H‖) ^ d / (d.factorial : ℝ) := by positivity
  have hle : ε ≤ (t * ‖H‖) ^ d / (d.factorial : ℝ) := by
    by_contra hlt
    push Not at hlt
    nlinarith
  have hf : (0 : ℝ) < (d.factorial : ℝ) := by positivity
  rw [le_div_iff₀ hf] at hle
  linarith

end

end LatticeLightCone
```

```lean
#print axioms LatticeLightCone.hole_light_cone
#print axioms LatticeLightCone.arrival_time
```

```
'LatticeLightCone.hole_light_cone' depends on axioms: [propext, Classical.choice, Quot.sound]
'LatticeLightCone.arrival_time' depends on axioms: [propext, Classical.choice, Quot.sound]
```
